# The image series and the wave-number integral agree for a charge centred in a vacuum gap between equal dielectrics

## The nearest images are not enough

Suppose a unit charge sits in the middle of a vacuum gap between two dielectrics, and only the nearest image charge on each side is kept. The induced potential at the charge then comes out too strong, by an excess that approaches 44 per cent for large permittivity. The further images alternate in sign and correct this. The sum over all images, the nearest included, has a closed form, which an integral over lateral wave numbers reproduces.

The gap has width L > 0, with sharp interfaces at z = ±L/2 and the charge at z = 0. Both half-spaces outside have the permittivity ε > 1. In units where a unit charge has potential 1/r, write

b = (ε − 1)/(ε + 1).

For GW calculations on a small molecule between polarisable media, half the magnitude of the induced potential is a classical estimate of how far the ionisation energy falls and the electron affinity rises. Here ε is the electronic permittivity, without the response of the nuclei, and the model is a static point charge in vacuum between local, structureless dielectrics. The molecule's own polarisability is left out.

## Two expressions, one logarithm

The main theorem, `image_series_eq_integral`, says that for ε > 1 and L > 0 the amplitude

R(q) = −2b exp(−qL)/(1 + b exp(−qL))

is integrable over q > 0, and that

Σ_{n≥0} 2(−b)^(n+1)/((n+1)L) = ∫_{q>0} R(q) dq = −(2/L) ln(2ε/(ε+1)).

In the Lean file, `contrast ε` is b, `gapResponse ε L q` is R(q), and `gapPotential ε L` is the integral, which represents the induced potential at the charge. `HasSum` states that the series converges to the given value, and `IntegrableOn` that the integral converges.

The amplitude itself comes from electrostatics. At lateral wave number q, with the common factor 2π/q removed, `gapMode` is the potential in the upper half of the gap and `outerMode` the potential in the upper dielectric:

exp(−qz) + R cosh(qz) and T exp(−qz).

The theorem `interface_matching` says that, for q > 0, the potential and the normal displacement are continuous at z = L/2 exactly when R is `gapResponse` and T = (1 − b)/(1 + b exp(−qL)). The lower interface is covered by the mirror symmetry built into the cosh term.

The model also takes the lateral Fourier representation as given. At the charge, the area element q dq/(2π) times 2π/q leaves dq, hence the plain integral of R. A model that started from the three-dimensional Poisson equation could prove this decomposition, or check the potential of the image charges directly in real space. The formula at the charge would stay the same.

## Matching at the interface

Let u = exp(−qL/2) and v = exp(qL/2), so that uv = 1. The two conditions at z = L/2 are

u + R(v + u)/2 = Tu,

−qu + qR(v − u)/2 = −εqTu.

Divide the second by q and insert Tu from the first:

R[(ε + 1)v + (ε − 1)u] = −2(ε − 1)u.

Multiplying by u/(ε + 1) gives R(1 + bu²) = −2bu², which is the stated amplitude because u² = exp(−qL). The first condition then gives

T = 1 + R(1 + u²)/(2u²) = 1 − b(1 + u²)/(1 + bu²) = (1 − b)/(1 + bu²).

## Images and the logarithm

Put x = −b exp(−qL). Since |x| < 1,

R(q) = 2x/(1 − x) = Σ_{n≥0} 2(−b)^(n+1) exp(−q(n+1)L).

Each term belongs to a pair of image charges (−b)^(n+1) at distance (n+1)L, because the integral of exp(−q(n+1)L) over q > 0 is 1/((n+1)L). The image potentials are summed by the logarithm series:

Σ_{n≥0} (−b)^(n+1)/(n+1) = −ln(1 + b), with 1 + b = 2ε/(ε + 1).

Multiplication by 2/L gives the stated value. For the integral, differentiate

F(q) = (2/L) ln(1 + b exp(−qL)),

F′(q) = (2/L)(−bL exp(−qL))/(1 + b exp(−qL)) = R(q).

F tends to 0 as q → ∞, so the integral is −F(0) = −(2/L) ln(1 + b).

Replacing L by sL with s > 0 divides the result by s. At fixed L, 2ε/(ε + 1) = 2 − 2/(ε + 1) increases with ε, so the induced potential strictly decreases: it is negative and grows in magnitude.

## A gap of zero width

The condition L > 0 is needed for convergence of the integral. Take ε = 3 and L = 0: then b = 1/2 and R(q) = −2/3 for every q, which is not integrable over q > 0. Physically, the point charge then lies on the dielectric surfaces.

## The Lean development

```lean
import Mathlib

open Filter Topology MeasureTheory Set

namespace DielectricGap

noncomputable section

/-- The dielectric contrast `b = (ε - 1)/(ε + 1)` of an interface between vacuum and a
medium of permittivity `ε`, for `ε ≠ -1`. -/
def contrast (ε : ℝ) : ℝ := (ε - 1) / (ε + 1)

/-- Potential in the gap at height `z ≥ 0` above the central charge, at lateral wave number `q`
and without the common factor `2π/q`: the bare term plus an even induced term of amplitude `R`. -/
def gapMode (q R z : ℝ) : ℝ := Real.exp (-(q * z)) + R * Real.cosh (q * z)

/-- Potential inside the upper dielectric at lateral wave number `q`, in the same units:
a decaying wave of amplitude `T`. -/
def outerMode (q T z : ℝ) : ℝ := T * Real.exp (-(q * z))

/-- The induced amplitude at the central charge for lateral wave number `q` and gap width `L`,
for `1 + b exp(-qL) ≠ 0`. -/
def gapResponse (ε L q : ℝ) : ℝ :=
  -(2 * contrast ε * Real.exp (-(q * L))) / (1 + contrast ε * Real.exp (-(q * L)))

/-- The induced potential at the central charge: the integral of the induced amplitude over all
lateral wave numbers `q > 0`. -/
def gapPotential (ε L : ℝ) : ℝ := ∫ q in Ioi (0 : ℝ), gapResponse ε L q

/-- For `ε > 1` the contrast lies strictly between 0 and 1, and `b (ε + 1) = ε - 1`. -/
theorem contrast_bounds {ε : ℝ} (hε : 1 < ε) :
    0 < contrast ε ∧ contrast ε < 1 ∧ contrast ε * (ε + 1) = ε - 1 := by
  have h : 0 < ε + 1 := by linarith
  refine ⟨div_pos (by linarith) h, ?_, div_mul_cancel₀ _ h.ne'⟩
  unfold contrast
  rw [div_lt_one h]
  linarith

/-- The potential and the normal displacement are continuous at the interface `z = L/2` exactly
when the induced amplitude is `gapResponse` and the transmitted one is `(1 - b)/(1 + b exp(-qL))`. -/
theorem interface_matching {ε q : ℝ} (hε : 1 < ε) (hq : 0 < q) (L R T : ℝ) :
    (gapMode q R (L / 2) = outerMode q T (L / 2) ∧
      deriv (gapMode q R) (L / 2) = ε * deriv (outerMode q T) (L / 2)) ↔
    (R = gapResponse ε L q ∧
      T = (1 - contrast ε) / (1 + contrast ε * Real.exp (-(q * L)))) := by
  obtain ⟨hb0, -, hb⟩ := contrast_bounds hε
  have h : HasDerivAt (fun z : ℝ => q * z) q (L / 2) :=
    ((hasDerivAt_id' (L / 2)).const_mul q).congr_deriv (mul_one q)
  have d1 : deriv (gapMode q R) (L / 2) =
      -(q * Real.exp (-(q * (L / 2)))) + R * (q * Real.sinh (q * (L / 2))) :=
    ((h.fun_neg.exp.fun_add (h.cosh.const_mul R)).congr_deriv (by ring)).deriv
  have d2 : deriv (outerMode q T) (L / 2) = T * (-(q * Real.exp (-(q * (L / 2))))) :=
    ((h.fun_neg.exp.const_mul T).congr_deriv (by ring)).deriv
  have hw : Real.exp (-(q * L)) = Real.exp (-(q * (L / 2))) ^ 2 := by
    rw [pow_two, ← Real.exp_add]
    congr 1
    ring
  have huv : Real.exp (-(q * (L / 2))) * Real.exp (q * (L / 2)) = 1 := by
    rw [← Real.exp_add, neg_add_cancel, Real.exp_zero]
  have hu : 0 < Real.exp (-(q * (L / 2))) := Real.exp_pos _
  rw [d1, d2]
  unfold gapMode outerMode gapResponse
  rw [hw, Real.cosh_eq, Real.sinh_eq]
  -- from here on the conditions are algebraic in u = exp(-qL/2) and v = exp(qL/2)
  generalize Real.exp (-(q * (L / 2))) = u at *
  generalize Real.exp (q * (L / 2)) = v at *
  generalize contrast ε = b at *
  have hD : 0 < 1 + b * u ^ 2 := by positivity
  rw [eq_div_iff hD.ne', eq_div_iff hD.ne']
  constructor
  · rintro ⟨e1, e2⟩
    have hc : q * (ε + 1) ≠ 0 := (mul_pos hq (by linarith)).ne'
    have hR : R * (1 + b * u ^ 2) = -(2 * b * u ^ 2) := by
      apply mul_left_cancel₀ hc
      linear_combination 2 * u * ε * q * e1 + 2 * u * e2 - R * q * (ε + 1) * huv
        + (R * q * u ^ 2 + 2 * q * u ^ 2) * hb
    refine ⟨hR, mul_left_cancel₀ hu.ne' ?_⟩
    linear_combination -(1 + b * u ^ 2) * e1 + (v + u) / 2 * hR - b * u * huv
  · rintro ⟨hR, hT⟩
    constructor
    · apply mul_left_cancel₀ hD.ne'
      linear_combination (v + u) / 2 * hR - u * hT - b * u * huv
    · apply mul_left_cancel₀ hD.ne'
      linear_combination q * (v - u) / 2 * hR + ε * q * u * hT - q * b * u * huv - q * u * hb

/-- At each lateral wave number the induced amplitude is a sum over pairs of image charges
`(-b)^n` at distance `nL`, `n ≥ 1`. -/
theorem response_image_expansion {ε L q : ℝ} (hε : 1 < ε) (hL : 0 < L) (hq : 0 < q) :
    HasSum (fun n : ℕ => 2 * (-contrast ε) ^ (n + 1) * Real.exp (-(q * ((n + 1) * L))))
      (gapResponse ε L q) := by
  obtain ⟨hb0, hb1, -⟩ := contrast_bounds hε
  have he : 0 < Real.exp (-(q * L)) := Real.exp_pos _
  have he1 : Real.exp (-(q * L)) < 1 :=
    Real.exp_lt_one_iff.mpr (neg_lt_zero.mpr (mul_pos hq hL))
  have hr : |-contrast ε * Real.exp (-(q * L))| < 1 := by
    rw [abs_lt]
    constructor <;> nlinarith [mul_pos hb0 he]
  -- the image pairs form a geometric series of ratio -b exp(-qL)
  have hf : (fun n : ℕ => 2 * (-contrast ε) ^ (n + 1) * Real.exp (-(q * ((n + 1) * L)))) =
      fun n : ℕ => 2 * (-contrast ε * Real.exp (-(q * L))) *
        (-contrast ε * Real.exp (-(q * L))) ^ n := by
    funext n
    have hn : Real.exp (-(q * ((n + 1) * L))) = Real.exp (-(q * L)) ^ (n + 1) := by
      rw [← Real.exp_nat_mul]
      congr 1
      push_cast
      ring
    rw [hn]
    ring
  have hv : gapResponse ε L q = 2 * (-contrast ε * Real.exp (-(q * L))) *
      (1 - -contrast ε * Real.exp (-(q * L)))⁻¹ := by
    have h : 1 - -contrast ε * Real.exp (-(q * L)) = 1 + contrast ε * Real.exp (-(q * L)) := by
      ring
    unfold gapResponse
    rw [h, div_eq_mul_inv]
    ring
  rw [hf, hv]
  exact (hasSum_geometric_of_abs_lt_one hr).mul_left _

/-- The image series sums to `-(2/L) ln(2ε/(ε+1))`. For `L > 0` its terms are the potentials of the
image pairs at the central charge; for `L = 0` both sides are zero by Lean's convention for division
by zero. -/
theorem image_series {ε : ℝ} (hε : 1 < ε) (L : ℝ) :
    HasSum (fun n : ℕ => 2 * (-contrast ε) ^ (n + 1) / ((n + 1) * L))
      (-(2 / L) * Real.log (2 * ε / (ε + 1))) := by
  obtain ⟨hb0, hb1, -⟩ := contrast_bounds hε
  have hr : |-contrast ε| < 1 := by
    rw [abs_neg, abs_of_pos hb0]
    exact hb1
  have hlog : 2 * ε / (ε + 1) = 1 - -contrast ε := by
    have h : ε + 1 ≠ 0 := by linarith
    unfold contrast
    field_simp
    ring
  have hf : (fun n : ℕ => 2 * (-contrast ε) ^ (n + 1) / ((n + 1) * L)) =
      fun n : ℕ => 2 / L * ((-contrast ε) ^ (n + 1) / (n + 1)) := by
    funext n
    rw [div_mul_div_comm, mul_comm L]
  have hv : -(2 / L) * Real.log (1 - -contrast ε) =
      2 / L * -Real.log (1 - -contrast ε) := by ring
  rw [hlog, hf, hv]
  exact (Real.hasSum_pow_div_log_of_abs_lt_one hr).mul_left (2 / L)

/-- The induced amplitude is integrable over `q > 0`, and its integral is
`-(2/L) ln(2ε/(ε+1))`. -/
theorem response_integral {ε L : ℝ} (hε : 1 < ε) (hL : 0 < L) :
    IntegrableOn (gapResponse ε L) (Ioi 0) ∧
      gapPotential ε L = -(2 / L) * Real.log (2 * ε / (ε + 1)) := by
  obtain ⟨hb0, -, -⟩ := contrast_bounds hε
  have hD : ∀ q : ℝ, 0 < 1 + contrast ε * Real.exp (-(q * L)) := fun q => by positivity
  -- the antiderivative is (2/L) ln(1 + b exp(-qL))
  have hder : ∀ q ∈ Ici (0 : ℝ), HasDerivAt
      (fun q : ℝ => 2 / L * Real.log (1 + contrast ε * Real.exp (-(q * L))))
      (gapResponse ε L q) q := by
    intro q _
    have h : HasDerivAt (fun q : ℝ => -(q * L)) (-L) q :=
      ((hasDerivAt_id' q).mul_const L).fun_neg.congr_deriv (by ring)
    refine ((((h.exp.const_mul (contrast ε)).const_add 1).log (hD q).ne').const_mul
      (2 / L)).congr_deriv ?_
    unfold gapResponse
    rw [← mul_div_assoc]
    congr 1
    field_simp
  have hneg : ∀ q ∈ Ioi (0 : ℝ), gapResponse ε L q ≤ 0 := by
    intro q _
    exact div_nonpos_of_nonpos_of_nonneg (neg_nonpos.mpr (by positivity)) (hD q).le
  have h1 : Tendsto (fun q : ℝ => Real.exp (-(q * L))) atTop (𝓝 0) :=
    Real.tendsto_exp_neg_atTop_nhds_zero.comp (tendsto_id.atTop_mul_const hL)
  have h2 : Tendsto (fun q : ℝ => 2 / L * Real.log (1 + contrast ε * Real.exp (-(q * L))))
      atTop (𝓝 (2 / L * Real.log (1 + contrast ε * 0))) :=
    (((h1.const_mul (contrast ε)).const_add 1).log (by simp)).const_mul (2 / L)
  refine ⟨integrableOn_Ioi_deriv_of_nonpos' hder hneg h2, ?_⟩
  have hlog : 2 * ε / (ε + 1) = 1 + contrast ε := by
    have h : ε + 1 ≠ 0 := by linarith
    unfold contrast
    field_simp
    ring
  unfold gapPotential
  rw [integral_Ioi_of_hasDerivAt_of_nonpos' hder hneg h2, hlog]
  simp

/-- For a unit charge centred in a vacuum gap, the image series converges to the convergent
wave-number integral, and both equal `-(2/L) ln(2ε/(ε+1))`. -/
theorem image_series_eq_integral {ε L : ℝ} (hε : 1 < ε) (hL : 0 < L) :
    IntegrableOn (gapResponse ε L) (Ioi 0) ∧
    HasSum (fun n : ℕ => 2 * (-contrast ε) ^ (n + 1) / ((n + 1) * L)) (gapPotential ε L) ∧
    gapPotential ε L = -(2 / L) * Real.log (2 * ε / (ε + 1)) := by
  obtain ⟨hi, hv⟩ := response_integral hε hL
  refine ⟨hi, ?_, hv⟩
  rw [hv]
  exact image_series hε L

/-- Widening the gap by a factor `s` divides the induced potential by `s`. -/
theorem gapPotential_scaling {ε L s : ℝ} (hε : 1 < ε) (hL : 0 < L) (hs : 0 < s) :
    gapPotential ε (s * L) = gapPotential ε L / s := by
  rw [(response_integral hε (mul_pos hs hL)).2, (response_integral hε hL).2]
  field_simp

/-- At fixed gap width the induced potential strictly decreases as the permittivity of the
surrounding dielectrics grows. -/
theorem gapPotential_strictAntiOn {L : ℝ} (hL : 0 < L) :
    StrictAntiOn (fun ε => gapPotential ε L) (Ioi 1) := by
  intro a ha c hc hac
  have ha' : 1 < a := ha
  have hc' : 1 < c := hc
  have ha1 : 0 < a + 1 := by linarith
  have hc1 : 0 < c + 1 := by linarith
  have hlt : 2 * a / (a + 1) < 2 * c / (c + 1) := by
    rw [div_lt_div_iff₀ ha1 hc1]
    nlinarith
  have hlog := Real.log_lt_log (div_pos (by linarith) ha1) hlt
  have hm := mul_lt_mul_of_pos_left hlog (div_pos two_pos hL)
  change gapPotential c L < gapPotential a L
  rw [(response_integral hc' hL).2, (response_integral ha' hL).2]
  linarith

end

end DielectricGap
```

```lean
#print axioms DielectricGap.response_image_expansion
#print axioms DielectricGap.image_series_eq_integral
#print axioms DielectricGap.gapPotential_scaling
#print axioms DielectricGap.gapPotential_strictAntiOn
```

```
'DielectricGap.response_image_expansion' depends on axioms: [propext, Classical.choice, Quot.sound]
'DielectricGap.image_series_eq_integral' depends on axioms: [propext, Classical.choice, Quot.sound]
'DielectricGap.gapPotential_scaling' depends on axioms: [propext, Classical.choice, Quot.sound]
'DielectricGap.gapPotential_strictAntiOn' depends on axioms: [propext, Classical.choice, Quot.sound]
```

## How the proof follows the calculation

`contrast_bounds` supplies 0 < b < 1 and b(ε + 1) = ε − 1.

In `interface_matching`, `d1` and `d2` compute the two normal derivatives, while `hw` and `huv` record exp(−qL) = u² and uv = 1. The `generalize` steps then replace the exponentials and the contrast by plain variables, leaving algebra. In the forward direction, `linear_combination` carries out the elimination above, first for R and then for T. The reverse direction checks both conditions after multiplying by the positive number 1 + bu².

`response_image_expansion` rewrites the image terms as a geometric series of ratio −b exp(−qL) and applies Mathlib's geometric sum. `image_series` takes the factor 2/L out and applies the logarithm series at −b.

In `response_integral`, `hder` differentiates F, `hneg` shows that R is never positive, and `h2` gives the limit of F at infinity. A derivative of constant sign whose antiderivative has a finite limit is integrable, and its integral is the difference of the end values.

`image_series_eq_integral` joins these two evaluations. Sum and integral are never interchanged: each is computed separately, and the expansion of R serves to identify the images.

`gapPotential_scaling` compares the closed forms at sL and L. `gapPotential_strictAntiOn` compares 2ε/(ε + 1) at two permittivities by cross-multiplication, then uses the strict monotonicity of the logarithm.
